# The parity of 2n Majorana operators anticommutes with each of them, commutes with their bilinears and squares to one

In a mean-field superconductor the pairing terms create and remove electrons two at a time. The electron number is then no longer conserved, and sorting the many-body basis by it doesn't split the Hamiltonian into separate blocks. Whether the number is even or odd does survive. In Majorana form, the question is which product of operators carries this label, and which prefactor gives it the values ±1.

## The parity operator and the blocks of a pairing Hamiltonian

Take 2n elements g_0, …, g_(2n−1) of a complex algebra with

g_a g_b + g_b g_a = 2 δ_ab,

where δ_ab is 1 for a = b and 0 otherwise. Define the parity as

P = iⁿ g_0 g_1 … g_(2n−1).

Then, for all a and b, including a = b,

P g_a = −g_a P,
P (g_a g_b) = (g_a g_b) P,
P² = 1.

A code relies on this when it splits a quadratic pairing Hamiltonian with finitely many modes into two parity sectors. Such a Hamiltonian is a linear combination of bilinears and a constant, so it commutes with P. Since P² = 1, the matrices (1 + P)/2 and (1 − P)/2 project onto the sectors. For n > 0 the trace of P vanishes in any finite matrix representation, so the two sectors have equal dimension.

## Counting signs in the ordered product

Setting a = b in the relations gives 2 g_a² = 2, hence g_a² = 1. For a ≠ b they give g_a g_b = −g_b g_a.

Let S = g_0 g_1 … g_(m−1) be the product of m operators. If x anticommutes with every factor, moving it through S costs one sign per factor:

x S = (−1)^m S x.

A member g_a of the product anticommutes with only m − 1 factors and commutes with itself, so

g_a S = (−1)^(m−1) S g_a = −(−1)^m S g_a.

For m = 2n this reads g_a S = −S g_a, and multiplying by iⁿ gives P g_a = −g_a P. Using it twice settles the bilinears:

P g_a g_b = −g_a P g_b = g_a g_b P.

For odd m the sign is +1, and S commutes with every g_a.

For the square, take m + 1 operators and write their product as g_0 R, where R contains the last m. Since g_0 R = (−1)^m R g_0,

(g_0 R)(g_0 R) = (−1)^m R g_0 g_0 R = (−1)^m R².

Each added operator thus contributes as many signs as there are operators already present, which is the number of new pairs. The empty product squares to 1, so by induction

S² = (−1)^(m(m−1)/2).

For m = 2n the exponent is n(2n−1), which is even or odd together with n. Therefore

P² = i^(2n) S² = (−1)ⁿ (−1)ⁿ = 1.

For the trace, insert g_0² = 1 and use anticommutation:

P = P g_0 g_0 = −g_0 P g_0.

By cyclicity, tr(g_0 P g_0) = tr(P g_0 g_0) = tr P. Hence tr P = −tr P, and tr P = 0.

## Two Pauli matrices worked by hand

Let n = 1, with g_0 = σx and g_1 = σy. Writing matrices row by row,

σx σy = [[0, 1], [1, 0]] · [[0, −i], [i, 0]] = [[i, 0], [0, −i]],
P = i σx σy = [[−1, 0], [0, 1]] = −σz.

The square of P is the identity and its trace is −1 + 1 = 0. Anticommutation with σx shows in the entries:

P σx = [[0, −1], [1, 0]],
σx P = [[0, 1], [−1, 0]].

Without the factor i, the product σx σy would square to −1.

## The Lean file

The file numbers the operators from 0, as in the text above.

```lean
import Mathlib

open Complex

namespace MajoranaParity

variable {A : Type*} [Ring A] [Algebra ℂ A] {m n : ℕ}

/-- The Majorana relations `g_a g_b + g_b g_a = 2 δ_ab` for `m` elements of a complex algebra. -/
def IsMajorana (g : Fin m → A) : Prop :=
  ∀ a b, g a * g b + g b * g a = (if a = b then (2 : ℂ) else 0) • (1 : A)

/-- The ordered product `g_0 g_1 ... g_(m-1)`. -/
def majoranaString (g : Fin m → A) : A := (List.ofFn g).prod

/-- The parity `P = i^n g_0 ... g_(2n-1)` of `2n` elements. -/
noncomputable def parity (g : Fin (2 * n) → A) : A := (I ^ n) • majoranaString g

/-- Each Majorana operator squares to one. -/
theorem IsMajorana.mul_self {g : Fin m → A} (hg : IsMajorana g) (a : Fin m) :
    g a * g a = 1 := by
  have h := hg a a
  rw [if_pos rfl] at h
  calc g a * g a = (1 / 2 : ℂ) • (g a * g a + g a * g a) := by module
    _ = 1 := by rw [h, smul_smul]; norm_num

/-- Two different Majorana operators anticommute. -/
theorem IsMajorana.anti {g : Fin m → A} (hg : IsMajorana g) {a b : Fin m} (hab : a ≠ b) :
    g a * g b = -(g b * g a) := by
  have h := hg a b
  rw [if_neg hab, zero_smul] at h
  exact eq_neg_of_add_eq_zero_left h


/-- An element that anticommutes with all `m` factors passes their product
with the sign `(-1)^m`. -/
theorem pass_string (g : Fin m → A) (x : A) (h : ∀ a, x * g a = -(g a * x)) :
    x * majoranaString g = ((-1 : ℂ) ^ m) • (majoranaString g * x) := by
  induction m with
  | zero => simp [majoranaString]
  | succ m ih =>
    have h1 := ih (fun i => g i.succ) (fun a => h a.succ)
    have hS : majoranaString g = g 0 * majoranaString (fun i => g i.succ) := by
      simp [majoranaString, List.ofFn_succ]
    rw [hS]
    generalize majoranaString (fun i => g i.succ) = R at h1 ⊢
    calc x * (g 0 * R) = (x * g 0) * R := by rw [mul_assoc]
      _ = -(g 0 * (x * R)) := by rw [h 0]; noncomm_ring
      _ = ((-1 : ℂ) ^ (m + 1)) • (g 0 * R * x) := by
        rw [h1, mul_smul_comm, pow_succ, ← mul_assoc]; module


/-- One of `m` Majorana operators passes the product of all of them
with the sign `-(-1)^m`. -/
theorem member_pass_string (g : Fin m → A) (hg : IsMajorana g) (a : Fin m) :
    g a * majoranaString g = -(((-1 : ℂ) ^ m) • (majoranaString g * g a)) := by
  induction m with
  | zero => exact a.elim0
  | succ m ih =>
    have htail : IsMajorana (fun i => g i.succ) := by
      intro a b
      simpa [Fin.succ_inj] using hg a.succ b.succ
    have hS : majoranaString g = g 0 * majoranaString (fun i => g i.succ) := by
      simp [majoranaString, List.ofFn_succ]
    rw [hS]
    cases a using Fin.cases with
    | zero =>
      have h0 := pass_string (fun i => g i.succ) (g 0)
        (fun b => hg.anti (Fin.succ_ne_zero b).symm)
      generalize majoranaString (fun i => g i.succ) = R at h0 ⊢
      calc g 0 * (g 0 * R) = g 0 * (((-1 : ℂ) ^ m) • (R * g 0)) := by rw [h0]
        _ = -(((-1 : ℂ) ^ (m + 1)) • (g 0 * R * g 0)) := by
          rw [mul_smul_comm, pow_succ, ← mul_assoc]; module
    | succ b =>
      have hb : g b.succ * majoranaString (fun i => g i.succ) =
          -(((-1 : ℂ) ^ m) • (majoranaString (fun i => g i.succ) * g b.succ)) :=
        ih _ htail b
      have hab := hg.anti (Fin.succ_ne_zero b)
      generalize majoranaString (fun i => g i.succ) = R at hb ⊢
      calc g b.succ * (g 0 * R) = (g b.succ * g 0) * R := by rw [mul_assoc]
        _ = -(g 0 * (g b.succ * R)) := by rw [hab]; noncomm_ring
        _ = -(((-1 : ℂ) ^ (m + 1)) • (g 0 * R * g b.succ)) := by
          rw [hb, mul_neg, mul_smul_comm, pow_succ, ← mul_assoc]; module

/-- One more operator added to `k` operators makes `k` new pairs. -/
theorem pairs_succ (k : ℕ) : (k + 1).choose 2 = k + k.choose 2 := by
  have h := Nat.choose_succ_succ' k 1
  rw [Nat.choose_one_right] at h
  exact h

/-- The product of `m` Majorana operators squares to `-1` to the number of pairs. -/
theorem string_sq (g : Fin m → A) (hg : IsMajorana g) :
    majoranaString g * majoranaString g = ((-1 : ℂ) ^ (m.choose 2)) • (1 : A) := by
  induction m with
  | zero => simp [majoranaString]
  | succ m ih =>
    have htail : IsMajorana (fun i => g i.succ) := by
      intro a b
      simpa [Fin.succ_inj] using hg a.succ b.succ
    have h1 := ih (fun i => g i.succ) htail
    have h0 := pass_string (fun i => g i.succ) (g 0)
      (fun b => hg.anti (Fin.succ_ne_zero b).symm)
    have hS : majoranaString g = g 0 * majoranaString (fun i => g i.succ) := by
      simp [majoranaString, List.ofFn_succ]
    rw [hS]
    generalize majoranaString (fun i => g i.succ) = R at h0 h1 ⊢
    -- bring the two copies of the first operator together
    calc g 0 * R * (g 0 * R) = (((-1 : ℂ) ^ m) • (R * g 0)) * (g 0 * R) := by rw [← h0]
      _ = ((-1 : ℂ) ^ m) • (R * (g 0 * g 0) * R) := by
        simp only [smul_mul_assoc, mul_assoc]
      _ = ((-1 : ℂ) ^ ((m + 1).choose 2)) • (1 : A) := by
        rw [hg.mul_self, mul_one, h1, smul_smul, ← pow_add, pairs_succ]

/-- The parity of `2n` Majorana operators anticommutes with each of them, commutes with
each bilinear `g_a g_b`, and squares to one. -/
theorem parity_main (g : Fin (2 * n) → A) (hg : IsMajorana g) :
    (∀ a, parity g * g a = -(g a * parity g)) ∧
    (∀ a b, parity g * (g a * g b) = g a * g b * parity g) ∧
    parity g * parity g = 1 := by
  have e : ∀ k : ℕ, (-1 : ℂ) ^ (2 * k) = 1 := fun k => by simp [pow_mul]
  have hP : ∀ a, parity g * g a = -(g a * parity g) := by
    intro a
    have h := member_pass_string g hg a
    rw [e, one_smul] at h
    rw [parity, smul_mul_assoc, mul_smul_comm, h, smul_neg, neg_neg]
  refine ⟨hP, fun a b => ?_, ?_⟩
  · -- two sign changes cancel
    rw [← mul_assoc, hP a, neg_mul, mul_assoc, hP b, mul_neg, neg_neg, mul_assoc]
  · -- among 2n operators the number of pairs has the same parity as n
    have hs : ∀ k : ℕ, (-1 : ℂ) ^ ((2 * k).choose 2) = (-1) ^ k := by
      intro k
      induction k with
      | zero => simp
      | succ k ih =>
        rw [show 2 * (k + 1) = 2 * k + 1 + 1 by ring, pairs_succ, pairs_succ]
        simp only [pow_add, pow_one, e, ih]
        ring
    have hI : I ^ n * I ^ n * (-1 : ℂ) ^ n = 1 := by
      rw [← mul_pow, ← mul_pow]; simp
    rw [parity, smul_mul_assoc, mul_smul_comm, string_sq g hg, smul_smul, smul_smul,
      hs, hI, one_smul]


/-- For an odd number of Majorana operators the product of all of them commutes with each. -/
theorem odd_string_commutes (g : Fin (2 * n + 1) → A) (hg : IsMajorana g)
    (a : Fin (2 * n + 1)) : g a * majoranaString g = majoranaString g * g a := by
  simpa [pow_succ, pow_mul] using member_pass_string g hg a

/-- In a representation by finite matrices the parity of `2n > 0` Majorana operators
has trace zero. -/
theorem trace_parity {d : ℕ} (hn : 0 < n) (g : Fin (2 * n) → Matrix (Fin d) (Fin d) ℂ)
    (hg : IsMajorana g) : (parity g).trace = 0 := by
  let a : Fin (2 * n) := ⟨0, by omega⟩
  have h1 : parity g = -(g a * parity g * g a) := by
    calc parity g = parity g * (g a * g a) := by rw [hg.mul_self, mul_one]
      _ = parity g * g a * g a := by rw [mul_assoc]
      _ = -(g a * parity g * g a) := by rw [(parity_main g hg).1 a, neg_mul]
  have h2 : (g a * parity g * g a).trace = (parity g).trace := by
    rw [Matrix.trace_mul_comm, ← mul_assoc, hg.mul_self, one_mul]
  have h3 := congrArg Matrix.trace h1
  rw [Matrix.trace_neg, h2] at h3
  linear_combination h3 / 2

/-- The Pauli matrices `σx` and `σy`. -/
noncomputable def pauliPair : Fin 2 → Matrix (Fin 2) (Fin 2) ℂ :=
  ![!![0, 1; 1, 0], !![0, -I; I, 0]]

/-- The Pauli matrices `σx`, `σy` satisfy the Majorana relations, and their parity is `-σz`. -/
theorem pauliPair_witness :
    IsMajorana pauliPair ∧ parity (n := 1) pauliPair = !![-1, 0; 0, 1] := by
  constructor
  · intro a b
    fin_cases a <;> fin_cases b <;> ext i j <;> fin_cases i <;> fin_cases j <;>
      simp [pauliPair] <;> norm_num
  · have h : majoranaString pauliPair = pauliPair 0 * pauliPair 1 := by
      simp [majoranaString, List.ofFn_succ]
    change (I ^ 1) • majoranaString pauliPair = _
    rw [h]
    ext i j
    fin_cases i <;> fin_cases j <;> simp [pauliPair]

end MajoranaParity
```

```lean
#print axioms MajoranaParity.parity_main
-- 'MajoranaParity.parity_main' depends on axioms: [propext, Classical.choice, Quot.sound]
#print axioms MajoranaParity.odd_string_commutes
-- 'MajoranaParity.odd_string_commutes' depends on axioms: [propext, Classical.choice, Quot.sound]
#print axioms MajoranaParity.trace_parity
-- 'MajoranaParity.trace_parity' depends on axioms: [propext, Classical.choice, Quot.sound]
```

## Reading the definitions and the proof

The type `A` is any ring that is also an algebra over ℂ. It may be a matrix algebra, but no Hilbert space is required. A family `g : Fin m → A` supplies the operators, and `IsMajorana g` states the relations, with the number on the right multiplying the identity of `A`. `majoranaString` multiplies the operators in index order, and `parity` adds the prefactor iⁿ. The three claims are the three parts of `parity_main`, whose only hypothesis is `IsMajorana g`. The case n = 0 is included: P is then the identity, and there is no operator to anticommute with.

`IsMajorana.mul_self` and `IsMajorana.anti` extract the two cases of the relations. `pass_string` moves an outside element through the product by induction, splitting off the first factor each time. `member_pass_string` does the same for a member and distinguishes two cases. If the member is the first factor, `pass_string` carries it through the rest. Otherwise it picks up one sign at the first factor, and the induction hypothesis handles the remainder. In these calculations `generalize` names the remaining product `R`, as in the derivation, and `noncomm_ring` and `module` collect the signs.

`string_sq` brings the two copies of g_0 together, and `pairs_succ` supplies the count of new pairs. Inside `parity_main`, the auxiliary statement `hs` shows that the pair count of 2k operators has the same parity as k: going from 2k to 2k + 2 operators adds 2k + (2k + 1) pairs, an odd number. The statement `hI` then cancels the remaining sign against the prefactor.

`odd_string_commutes` treats an odd number of operators, and `trace_parity` follows the trace argument above. `pauliPair_witness` checks the Pauli example entry by entry, both the relations and the value of P.

## Conventions and limits for a code

The normalisation is g_a² = 1. A code whose operators γ_a = g_a/√2 square to 1/2 needs the prefactor (2i)ⁿ in place of iⁿ. The order of the factors matters too, because exchanging two different operators reverses the sign of P.

That sign decides which sector is called even. Let c_j, with j = 0, …, n−1, be the annihilation operators of the modes, and N the total number operator. With

g_(2j) = c_j + c_j†,
g_(2j+1) = i(c_j† − c_j),

each pair gives i g_(2j) g_(2j+1) = −(1 − 2 c_j† c_j), so P = (−1)ⁿ (−1)^N. For an odd number of modes, P = +1 then labels the states with an odd number of electrons. Reversing the sign of every g_(2j+1) gives P = (−1)^N. This translation to electron operators, like the splitting into sectors, is an argument by hand that builds on the file.

The relations are a hypothesis. The theorems don't establish that a particular Jordan–Wigner routine produces matrices satisfying them, so a code should check the anticommutators of its own matrices. They also concern complex numbers, whereas floating-point matrices satisfy the identities only up to rounding.

Self-adjointness is not assumed. The sector projectors are idempotent because P² = 1, but they are orthogonal projectors only if P is Hermitian, which holds when all g_a are. Finally, the algebra concerns any finite set of such operators and doesn't decide whether a given superconductor hosts Majorana modes at zero energy.
